# For one-dimensional orbitals in a common potential, \(\sqrt n\) obeys a Schrödinger equation with a nonnegative Pauli potential wherever \(n>0\)

An orbital-free density functional code can obtain the density \(n\) by solving a single Schrödinger-type equation for \(\sqrt n\), in which a Pauli potential \(v_P\) is added to the potential \(v\). Reference values for a model of \(v_P\) can be computed from the orbitals of a finished Kohn–Sham calculation. The formula for this step is derived here for finitely many real orbitals in one dimension.

In atomic units, let the orbitals \(f_i\) satisfy

\[
-\tfrac12 f_i''+v f_i=e_i f_i,\qquad e_i\le m,
\]

and define

\[
n=\sum_i f_i^2,\qquad \tau=\tfrac12\sum_i (f_i')^2,\qquad \tau_W=\frac{(n')^2}{8n}.
\]

At every point where \(n>0\),

\[
-\tfrac12(\sqrt n)''+(v+v_P)\sqrt n=m\sqrt n,
\qquad
v_P=\frac{\tau-\tau_W}{n}+\frac{\sum_i(m-e_i)f_i^2}{n}\ \ge 0 .
\]

The number \(m\) is usually the highest occupied orbital energy, but any upper bound on the \(e_i\) will do. Raising \(m\) by a constant raises \(v_P\) by the same constant.

## Residual and sign on a grid

A code that tabulates \(v_P\) can insert it into the equation for \(\sqrt n\). The residual should vanish up to discretisation and rounding error. A \(v_P\) that is negative beyond numerical error, which division by a small \(n\) can amplify, points to an \(m\) below an occupied energy, or to values of \(\tau\), \(n\) and \(n'\) that weren't all formed from the same orbitals by the definitions above.

The convention for \(\tau\) matters: a code that stores \(-\tfrac12\sum_i f_i f_i''\) must add \(n''/4\) to obtain the \(\tau\) used here.

## From the orbital equations to \(\sqrt n\)

Differentiating the density gives \(n'=2\sum_i f_i f_i'\). The orbital equation reads \(f_i''=2(v-e_i)f_i\), so

\[
n''=2\sum_i (f_i')^2+2\sum_i f_i f_i''
=4\tau+4\sum_i(v-e_i)f_i^2 .
\]

Write \(s=\sqrt n\). Where \(n>0\), \(s'=n'/(2s)\), and hence

\[
s''=\frac{n''}{2s}-\frac{(n')^2}{4s^3}
=\frac{2}{s}\Big[\tau-\tau_W+\sum_i(v-e_i)f_i^2\Big],
\]

because \((n')^2=8s^2\tau_W\). Splitting \(v-e_i=(v-m)+(m-e_i)\) turns this into \(s''=2(v+v_P-m)s\), which is the stated equation.

For the sign, let \(W_{ij}=f_if_j'-f_jf_i'\) be the Wronskian of two orbitals. Expanding the squares gives Lagrange's identity,

\[
\sum_{i,j}W_{ij}^2
=2\Big(\sum_i f_i^2\Big)\Big(\sum_i (f_i')^2\Big)-2\Big(\sum_i f_if_i'\Big)^2
=4n\tau-\tfrac12(n')^2=4n(\tau-\tau_W).
\]

Thus \(\tau-\tau_W=\sum_{i,j}W_{ij}^2/(4n)\ge0\). The other term of \(v_P\) is nonnegative because \(e_i\le m\). Evaluating \(\tau-\tau_W\) from the Wronskians also keeps it nonnegative in floating-point arithmetic.

With one orbital of energy \(e\), the only Wronskian is zero and \(v_P=m-e\). Choosing \(m=e\) gives \(v_P=0\), and the equation for \(\sqrt n=|f|\) is the original orbital equation away from the nodes.

## The Lean file for finitely many real orbitals

```lean
import Mathlib

open Topology

namespace PauliPotential

noncomputable section

variable {ι : Type*} [Fintype ι]

/-- A real, twice differentiable solution `f` of the one-dimensional Schrödinger equation
`-f''/2 + v f = e f` (atomic units). -/
structure IsOrbital (v : ℝ → ℝ) (e : ℝ) (f : ℝ → ℝ) : Prop where
  diff : Differentiable ℝ f
  diff_deriv : Differentiable ℝ (deriv f)
  schrodinger : ∀ x, -(deriv (deriv f) x) / 2 + v x * f x = e * f x

/-- The density `n = ∑ f_i²`. -/
def density (f : ι → ℝ → ℝ) (x : ℝ) : ℝ := ∑ i, f i x ^ 2

/-- The kinetic energy density `τ = (1/2) ∑ (f_i')²`. -/
def tau (f : ι → ℝ → ℝ) (x : ℝ) : ℝ := (∑ i, deriv (f i) x ^ 2) / 2

/-- The von Weizsäcker kinetic energy density `τ_W = (n')² / (8 n)`, meant where `n > 0`. -/
def tauW (f : ι → ℝ → ℝ) (x : ℝ) : ℝ := deriv (density f) x ^ 2 / (8 * density f x)

/-- The Pauli potential `(τ - τ_W)/n + ∑ (m - e_i) f_i² / n`, meant where `n > 0`. -/
def pauliPotential (m : ℝ) (e : ι → ℝ) (f : ι → ℝ → ℝ) (x : ℝ) : ℝ :=
  (tau f x - tauW f x) / density f x + (∑ i, (m - e i) * f i x ^ 2) / density f x

/-- The Wronskian `f_i f_j' - f_j f_i'` of two orbitals. -/
def wronskian (f : ι → ℝ → ℝ) (i j : ι) (x : ℝ) : ℝ :=
  f i x * deriv (f j) x - f j x * deriv (f i) x

/-- For differentiable orbitals the density has the slope `n' = 2 ∑ f_i f_i'`. -/
theorem hasDerivAt_density {f : ι → ℝ → ℝ} (hf : ∀ i, Differentiable ℝ (f i)) (x : ℝ) :
    HasDerivAt (density f) (2 * ∑ i, f i x * deriv (f i) x) x := by
  have h : HasDerivAt (fun y => ∑ i, f i y ^ 2) (∑ i, 2 * (f i x * deriv (f i) x)) x := by
    apply HasDerivAt.fun_sum
    intro i _
    simp only [pow_two]
    exact ((hf i x).hasDerivAt.fun_mul (hf i x).hasDerivAt).congr_deriv (by ring)
  rw [Finset.mul_sum]
  exact h

/-- For solutions of the Schrödinger equation the density has the second derivative
`n'' = 4 τ + 4 ∑ (v - e_i) f_i²`. -/
theorem hasDerivAt_deriv_density {v : ℝ → ℝ} {e : ι → ℝ} {f : ι → ℝ → ℝ}
    (h : ∀ i, IsOrbital v (e i) (f i)) (x : ℝ) :
    HasDerivAt (deriv (density f)) (4 * tau f x + 4 * ∑ i, (v x - e i) * f i x ^ 2) x := by
  have hd : deriv (density f) = fun y => ∑ i, 2 * (f i y * deriv (f i) y) := funext fun y => by
    rw [(hasDerivAt_density (fun i => (h i).diff) y).deriv, Finset.mul_sum]
  rw [hd]
  have hs : HasDerivAt (fun y => ∑ i, 2 * (f i y * deriv (f i) y))
      (∑ i, (2 * deriv (f i) x ^ 2 + 4 * ((v x - e i) * f i x ^ 2))) x := by
    apply HasDerivAt.fun_sum
    intro i _
    have h1 := ((h i).diff x).hasDerivAt.fun_mul ((h i).diff_deriv x).hasDerivAt
    refine (h1.const_mul 2).congr_deriv ?_
    -- the orbital equation eliminates the second derivative
    linear_combination (-4 * f i x) * (h i).schrodinger x
  refine hs.congr_deriv ?_
  simp only [Finset.sum_add_distrib, ← Finset.mul_sum, tau]
  ring

/-- For solutions of the Schrödinger equation, where the density is positive its square root
has the second derivative `2 (v + v_P - m) √n`. -/
theorem hasDerivAt_deriv_sqrt_density {v : ℝ → ℝ} {e : ι → ℝ} {f : ι → ℝ → ℝ} (m : ℝ)
    (h : ∀ i, IsOrbital v (e i) (f i)) {x : ℝ} (hn : 0 < density f x) :
    HasDerivAt (deriv fun y => √(density f y))
      (2 * (v x + pauliPotential m e f x - m) * √(density f x)) x := by
  have hd : ∀ y, HasDerivAt (density f) (deriv (density f) y) y := fun y =>
    (hasDerivAt_density (fun i => (h i).diff) y).differentiableAt.hasDerivAt
  -- the density stays positive near `x`, so the chain rule holds there
  have hev : (deriv fun y => √(density f y)) =ᶠ[𝓝 x]
      fun y => deriv (density f) y / (2 * √(density f y)) := by
    filter_upwards [(hd x).continuousAt.tendsto.eventually (lt_mem_nhds hn)] with y hy
    exact ((hd y).sqrt hy.ne').deriv
  have hs : √(density f x) ≠ 0 := (Real.sqrt_pos.2 hn).ne'
  have h2 := (hasDerivAt_deriv_density h x).fun_div (((hd x).sqrt hn.ne').const_mul 2)
    (mul_ne_zero two_ne_zero hs)
  refine (h2.congr_of_eventuallyEq hev).congr_deriv ?_
  have hsum : ∑ i, (v x - e i) * f i x ^ 2
      = (v x - m) * density f x + ∑ i, (m - e i) * f i x ^ 2 := by
    rw [density, Finset.mul_sum, ← Finset.sum_add_distrib]
    exact Finset.sum_congr rfl fun i _ => by ring
  have hq : density f x = √(density f x) ^ 2 := (Real.sq_sqrt hn.le).symm
  rw [hsum, pauliPotential, tauW]
  generalize √(density f x) = s at hs hq ⊢
  rw [hq]
  field_simp
  ring

/-- For differentiable orbitals and positive density, `τ - τ_W` is the sum of all squared
Wronskians divided by `4 n`. -/
theorem tau_sub_tauW {f : ι → ℝ → ℝ} (hf : ∀ i, Differentiable ℝ (f i)) {x : ℝ}
    (hn : 0 < density f x) :
    tau f x - tauW f x = (∑ i, ∑ j, wronskian f i j x ^ 2) / (4 * density f x) := by
  have hw : ∀ i j, wronskian f i j x ^ 2 = f i x ^ 2 * deriv (f j) x ^ 2
      + deriv (f i) x ^ 2 * f j x ^ 2
      - 2 * ((f i x * deriv (f i) x) * (f j x * deriv (f j) x)) := fun i j => by
    unfold wronskian
    ring
  -- Lagrange's identity
  have key : ∑ i, ∑ j, wronskian f i j x ^ 2 = 2 * (density f x * ∑ i, deriv (f i) x ^ 2)
      - 2 * (∑ i, f i x * deriv (f i) x) ^ 2 := by
    simp only [hw, density, Finset.sum_sub_distrib, Finset.sum_add_distrib,
      ← Finset.mul_sum, ← Finset.sum_mul]
    ring
  have hn0 := hn.ne'
  rw [key, tau, tauW, (hasDerivAt_density hf x).deriv]
  field_simp
  ring

/-- For orbitals with energies `e_i ≤ m`, wherever the density is positive its square root obeys
`-(√n)''/2 + (v + v_P) √n = m √n`, and the Pauli potential `v_P` is nonnegative. -/
theorem pauli_equation {v : ℝ → ℝ} {e : ι → ℝ} {f : ι → ℝ → ℝ} {m : ℝ}
    (h : ∀ i, IsOrbital v (e i) (f i)) (he : ∀ i, e i ≤ m) {x : ℝ} (hn : 0 < density f x) :
    -(deriv (deriv fun y => √(density f y)) x) / 2
        + (v x + pauliPotential m e f x) * √(density f x) = m * √(density f x)
      ∧ 0 ≤ pauliPotential m e f x := by
  constructor
  · rw [(hasDerivAt_deriv_sqrt_density m h hn).deriv]
    ring
  · rw [pauliPotential, tau_sub_tauW (fun i => (h i).diff) hn]
    exact add_nonneg
      (div_nonneg (div_nonneg (Finset.sum_nonneg fun i _ => Finset.sum_nonneg fun j _ =>
        sq_nonneg (wronskian f i j x)) (by linarith)) hn.le)
      (div_nonneg (Finset.sum_nonneg fun i _ =>
        mul_nonneg (sub_nonneg.2 (he i)) (sq_nonneg (f i x))) hn.le)

/-- For differentiable orbitals, `e_i ≤ m` and positive density, the Pauli potential vanishes at
a point exactly when all Wronskians vanish there and each orbital has energy `m` or a zero there. -/
theorem pauliPotential_eq_zero_iff {e : ι → ℝ} {f : ι → ℝ → ℝ} {m : ℝ}
    (hf : ∀ i, Differentiable ℝ (f i)) (he : ∀ i, e i ≤ m) {x : ℝ} (hn : 0 < density f x) :
    pauliPotential m e f x = 0 ↔
      (∀ i j, wronskian f i j x = 0) ∧ ∀ i, m = e i ∨ f i x = 0 := by
  have p2 : ∀ i, ∀ j ∈ (Finset.univ : Finset ι), 0 ≤ wronskian f i j x ^ 2 :=
    fun i j _ => sq_nonneg _
  have p1 : ∀ i ∈ (Finset.univ : Finset ι), 0 ≤ ∑ j, wronskian f i j x ^ 2 :=
    fun i _ => Finset.sum_nonneg (p2 i)
  have p3 : ∀ i ∈ (Finset.univ : Finset ι), 0 ≤ (m - e i) * f i x ^ 2 :=
    fun i _ => mul_nonneg (sub_nonneg.2 (he i)) (sq_nonneg _)
  have h4 : 4 * density f x ≠ 0 := mul_ne_zero (by norm_num) hn.ne'
  rw [pauliPotential, tau_sub_tauW hf hn, add_eq_zero_iff_of_nonneg
    (div_nonneg (div_nonneg (Finset.sum_nonneg p1) (by linarith)) hn.le)
    (div_nonneg (Finset.sum_nonneg p3) hn.le)]
  simp only [div_eq_zero_iff, hn.ne', h4, or_false]
  -- a sum of nonnegative terms vanishes only term by term
  rw [Finset.sum_eq_zero_iff_of_nonneg p1, Finset.sum_eq_zero_iff_of_nonneg p3]
  simp only [fun i => Finset.sum_eq_zero_iff_of_nonneg (p2 i), Finset.mem_univ, true_implies,
    ne_eq, OfNat.ofNat_ne_zero, not_false_eq_true, pow_eq_zero_iff, mul_eq_zero, sub_eq_zero]

end

end PauliPotential
```

```lean
#print axioms PauliPotential.pauli_equation
-- 'PauliPotential.pauli_equation' depends on axioms: [propext, Classical.choice, Quot.sound]
#print axioms PauliPotential.pauliPotential_eq_zero_iff
-- 'PauliPotential.pauliPotential_eq_zero_iff' depends on axioms: [propext, Classical.choice, Quot.sound]
```

## Hypotheses and lemmas in physical terms

The finite type `ι` labels the orbitals. `IsOrbital v e f` says that `f` and its derivative are differentiable on the whole line and that the Schrödinger equation holds at every point. The functions `density`, `tau`, `tauW` and `pauliPotential` are the formulas above. Neither normalisation nor orthogonality is required. For an electron density, take each normalised orbital times the square root of its occupation number.

The main theorem, `pauli_equation`, assumes `h`, the orbital equations with one common `v`, `he`, the energy bound, and `hn`, positive density at the point `x` alone. It concludes both the equation and the inequality there.

`hasDerivAt_density` is the product rule for \(n'\). In `hasDerivAt_deriv_density`, `linear_combination` uses the orbital equation to eliminate \(f_i''\). `hasDerivAt_deriv_sqrt_density` first shows that the density stays positive near `x`, so that the formula for \(s'\) holds in a neighbourhood and can be differentiated again. It then replaces \(n\) by \(s^2\) and finishes with `field_simp` and `ring`. This lemma doesn't use the energy bound, which is needed only for the sign.

`tau_sub_tauW` contains Lagrange's identity as `key`, and `pauli_equation` combines it with the derivative lemma. `pauliPotential_eq_zero_iff` settles equality: \(v_P\) vanishes at a point of positive density exactly when all Wronskians vanish there and each orbital either has energy \(m\) or is zero there. Its proof uses the fact that a sum of nonnegative terms is zero only if every term is. It needs the energy bound and differentiable orbitals, but not the Schrödinger equation.

## Local potential, smooth orbitals, one dimension

The theorem guarantees a pointwise identity for exact solutions; it gives no error bound for orbitals on a grid or in a finite basis. All orbitals must share one multiplicative potential, a condition that Hartree–Fock exchange and nonlocal pseudopotentials in general violate. The smoothness hypothesis also excludes a potential step at a point where an orbital is nonzero, since \(f_i''\) doesn't exist there. At a simple node of a single orbital, \(\sqrt n=|f|\) has a kink, so the equation is claimed only where \(n>0\).

In density functional theory, the name "Pauli potential" usually means the functional derivative of the noninteracting kinetic energy minus its von Weizsäcker part. Here it means the explicit orbital expression, and no functional derivative is taken.

A real molecule or solid calls for three dimensions. For real orbitals the same algebra works there with gradients and Laplacians, away from the Coulomb singularities at the nuclei, but that version would need its own formal proof. In one dimension, a complex orbital in a real potential, such as a Bloch orbital, is covered by entering its real and imaginary parts as two real orbitals with the same energy.
